# Plus and minus stripes at least two columns wide trap zero-temperature single-flip searches in the Ising ferromagnet

Take an Ising model with spins $\pm 1$ on a periodic square lattice of $L$ columns and $M \ge 3$ rows, without a field. Each bond between nearest neighbours $s$ and $s'$ contributes $-J s s'$ to the energy, with $J > 0$. Let $k$ consecutive columns be plus and the rest minus, with $2 \le k \le L-2$. Then

- every single spin flip costs at least $4J$;
- the energy lies exactly $4JM$ above every ground state;
- a search that accepts only single flips with $\Delta E \le 0$ never leaves this state.

The condition on $k$ forces $L \ge 4$. The results also hold for $M = 2$ if vertical neighbours are then joined by two bonds, as happens when a code loops over "up" and "down" without removing duplicates.

## Stopping tests and energy differences in single-flip codes

A zero-temperature quench can be stopped when no single flip lowers the energy or leaves it unchanged. In this two-dimensional nearest-neighbour model the stripe passes that test and is still not a ground state. On a wide lattice the energy per site gives little warning, because the excess is only $4J/L$ per site.

In a binary alloy, plus and minus can stand for two species, and $J > 0$ favours like neighbours. A flip then changes the species on one site, so the composition is free to vary, and zero field means that neither species is favoured.

The derivation also gives the four-neighbour formula from which a single-flip code computes $\Delta E$ without summing over the whole lattice. A stripe is a convenient starting state for checking that routine, since the cost of every flip is known.

## From the local field to the trap

Write a site as $p = (x, y)$, with column $x$ taken modulo $L$ and row $y$ modulo $M$, and let $s_p = \pm 1$. Each site contributes one bond to the right and one upwards:

$$E(s) = -J \sum_p \left( s_p s_{p+(1,0)} + s_p s_{p+(0,1)} \right).$$

**Cost of a flip.** Reverse the spin at $q$. For a bond direction $e \neq 0$, only the terms $p = q$ and $p = q - e$ contain $s_q$ as a factor, and both change sign. The sum over $p$ therefore changes by $-2 s_q s_{q+e} - 2 s_q s_{q-e}$. Adding the two directions and multiplying by $-J$ gives

$$\Delta E = 2J s_q \left( s_{q+(1,0)} + s_{q-(1,0)} + s_{q+(0,1)} + s_{q-(0,1)} \right).$$

**Cost in a stripe.** Let $c$ be the first plus column and $u = x - c$ modulo $L$, taken between $0$ and $L-1$. The spin is $\sigma(u) = 1$ for $u < k$ and $-1$ otherwise, and $u \pm 1$ below is reduced modulo $L$ to the same range. Both vertical neighbours equal $\sigma(u)$, and $\sigma(u)^2 = 1$, so

$$\Delta E = 2J \left( 2 + \sigma(u)\sigma(u+1) + \sigma(u)\sigma(u-1) \right).$$

This is $8J$ if both adjacent columns agree with column $u$, $4J$ if one disagrees, and $0$ if both disagree. The last case needs a plus or minus stripe of a single column, which $2 \le k \le L-2$ excludes. Hence $\Delta E \ge 4J$, and a flip in the first plus column attains the bound.

**Excess energy.** Each of the $2LM$ bond products is at most $1$, so $E \ge -2JLM$, and the aligned state attains this value. In the stripe all vertical products are $1$. A horizontal product is $-1$ exactly when its left end has $u = k-1$ or $u = L-1$, which happens twice in each row. The horizontal sum is therefore $LM - 4M$, and

$$E_{\text{stripe}} = -J(2LM - 4M) = -2JLM + 4JM.$$

**Trapping.** An accepted flip needs $\Delta E \le 0$, but every flip from the stripe has $\Delta E \ge 4J > 0$. No first move exists, so the search stays where it started.

**Smallest simple lattice.** For $L = 4$, $M = 3$, $k = 2$, every column borders one wall, so every flip costs exactly $4J$. The ground-state energy is $-24J$ and the stripe has $-12J$, an excess of $12J = 4JM$.

**One plus column.** If $2 \le k$ is weakened to $1 \le k$, the barrier and the trapping both fail. For $k = 1$ a flip in the plus column is free, so the search can leave the state. The excess of $4JM$ remains.

## The Lean file

```lean
import Mathlib

open Finset

namespace IsingStripeTrap

noncomputable section

/-- Sites of the periodic lattice with `L` columns and `M` rows. -/
abbrev Site (L M : ℕ) := ZMod L × ZMod M

/-- Every site carries a spin `+1` or `-1`. -/
def IsSpin {G : Type*} (s : G → ℝ) : Prop := ∀ p, s p = 1 ∨ s p = -1

/-- The configuration obtained from `s` by reversing the spin at `q`. -/
def flipAt {G : Type*} [DecidableEq G] (s : G → ℝ) (q : G) : G → ℝ :=
  fun p => if p = q then -s p else s p

/-- Nearest-neighbour Ising energy with coupling `J`: each site contributes its bond to the
right and its bond upwards. -/
def energy {L M : ℕ} [NeZero L] [NeZero M] (J : ℝ) (s : Site L M → ℝ) : ℝ :=
  -J * ((∑ p, s p * s (p + (1, 0))) + ∑ p, s p * s (p + (0, 1)))

/-- A ground state is a spin configuration of least energy. -/
def IsGroundState {L M : ℕ} [NeZero L] [NeZero M] (J : ℝ) (g : Site L M → ℝ) : Prop :=
  IsSpin g ∧ ∀ s : Site L M → ℝ, IsSpin s → energy J g ≤ energy J s

/-- A zero-temperature move flips one spin and does not raise the energy. -/
def ZeroTempMove {L M : ℕ} [NeZero L] [NeZero M] (J : ℝ) (s t : Site L M → ℝ) : Prop :=
  ∃ q, t = flipAt s q ∧ energy J t ≤ energy J s

/-- Spin of the column at distance `u` to the right of the first plus column. -/
def column {L : ℕ} (k : ℕ) (u : ZMod L) : ℝ := if u.val < k then 1 else -1

/-- The stripe state: `k` consecutive columns starting at `c` are plus, the others minus. -/
def stripe {L M : ℕ} (c : ZMod L) (k : ℕ) : Site L M → ℝ := fun p => column k (p.1 - c)

/-- Flipping one spin changes the sum over bonds in a nonzero direction `e` only through the
two bonds that meet at the flipped site. -/
theorem bond_sum_flip {G : Type*} [AddCommGroup G] [Fintype G] [DecidableEq G]
    (s : G → ℝ) (q e : G) (he : e ≠ 0) :
    ∑ p, flipAt s q p * flipAt s q (p + e) =
      (∑ p, s p * s (p + e)) - 2 * s q * s (q + e) - 2 * s q * s (q - e) := by
  have a : q + e ≠ q := by simpa using he
  have b : q - e ≠ q := by simpa using he
  have key : ∀ p, flipAt s q p * flipAt s q (p + e) = s p * s (p + e)
      - (if p = q then 2 * s q * s (q + e) else 0)
      - (if p = q - e then 2 * s q * s (q - e) else 0) := by
    intro p
    by_cases h1 : p = q
    · rw [h1]
      simp only [flipAt, a, b.symm, ↓reduceIte]
      ring
    · by_cases h2 : p = q - e
      · rw [h2, sub_add_cancel]
        simp only [flipAt, b, ↓reduceIte]
        ring
      · have h3 : p + e ≠ q := fun h => h2 (eq_sub_of_add_eq h)
        simp only [flipAt, h1, h2, h3, ↓reduceIte]
        ring
  simp only [key, Finset.sum_sub_distrib, Finset.sum_ite_eq', Finset.mem_univ, ↓reduceIte]

variable {L M : ℕ} [NeZero L] [NeZero M]

/-- On a lattice at least two sites wide in each direction, a flip costs `2J` times the spin
times the sum of its four neighbours. -/
theorem flip_cost (hL : 2 ≤ L) (hM : 2 ≤ M) (J : ℝ) (s : Site L M → ℝ) (q : Site L M) :
    energy J (flipAt s q) - energy J s = 2 * J * s q *
      (s (q + (1, 0)) + s (q - (1, 0)) + s (q + (0, 1)) + s (q - (0, 1))) := by
  have : Fact (1 < L) := ⟨by omega⟩
  have : Fact (1 < M) := ⟨by omega⟩
  have h1 : ((1, 0) : Site L M) ≠ 0 := by
    intro h
    have h' : (1 : ZMod L) = 0 := congrArg Prod.fst h
    exact one_ne_zero h'
  have h2 : ((0, 1) : Site L M) ≠ 0 := by
    intro h
    have h' : (1 : ZMod M) = 0 := congrArg Prod.snd h
    exact one_ne_zero h'
  unfold energy
  rw [bond_sum_flip s q _ h1, bond_sum_flip s q _ h2]
  ring

/-- On a ring of at least two columns, a step to the right raises the column number by one,
or returns from the last column to column zero. -/
theorem val_step (hL : 2 ≤ L) (x : ZMod L) :
    (x.val + 1 = L ∧ (x + 1).val = 0) ∨ (x.val + 1 < L ∧ (x + 1).val = x.val + 1) := by
  have : Fact (1 < L) := ⟨by omega⟩
  have hx := ZMod.val_lt x
  have h : (x + 1).val = (x.val + 1) % L := by rw [ZMod.val_add, ZMod.val_one]
  rcases Nat.lt_or_ge (x.val + 1) L with h1 | h1
  · exact Or.inr ⟨h1, by rw [h, Nat.mod_eq_of_lt h1]⟩
  · have h2 : x.val + 1 = L := by omega
    exact Or.inl ⟨h2, by rw [h, h2, Nat.mod_self]⟩

/-- With at least two rows and two columns, the cost of a flip in a stripe state depends only
on the spins of its own column and the two adjacent columns. -/
theorem stripe_flip_cost (hL : 2 ≤ L) (hM : 2 ≤ M) (J : ℝ) (c x : ZMod L) (y : ZMod M)
    (k : ℕ) :
    energy J (flipAt (stripe c k) (x, y)) - energy J (stripe c k : Site L M → ℝ) =
      2 * J * column k (x - c) *
        (column k (x - c + 1) + column k (x - c - 1) + 2 * column k (x - c)) := by
  have e1 : x + 1 - c = x - c + 1 := by ring
  have e2 : x - 1 - c = x - c - 1 := by ring
  rw [flip_cost hL hM]
  simp only [stripe, Prod.mk_add_mk, Prod.mk_sub_mk, add_zero, sub_zero, e1, e2]
  ring

/-- For ferromagnetic coupling the fully aligned configuration is a ground state. -/
theorem aligned_isGroundState {J : ℝ} (hJ : 0 < J) :
    IsGroundState J (fun _ : Site L M => (1 : ℝ)) := by
  refine ⟨fun _ => Or.inl rfl, fun s hs => ?_⟩
  -- No bond can do better than two parallel spins.
  have hb : ∀ e : Site L M, ∑ p, s p * s (p + e) ≤ ∑ _p : Site L M, (1 : ℝ) * 1 := by
    intro e
    refine Finset.sum_le_sum fun p _ => ?_
    rcases hs p with h | h <;> rcases hs (p + e) with h' | h' <;> rw [h, h'] <;> norm_num
  have h := mul_le_mul_of_nonneg_left (add_le_add (hb (1, 0)) (hb (0, 1))) hJ.le
  simp only [energy]
  linarith

/-- If both plus and minus columns are present, the stripe state lies `4JM` above the fully
aligned configuration. -/
theorem stripe_energy (J : ℝ) (c : ZMod L) {k : ℕ} (hk : 1 ≤ k) (hkL : k < L) :
    energy J (stripe c k : Site L M → ℝ) = energy J (fun _ : Site L M => (1 : ℝ))
      + 4 * J * M := by
  obtain ⟨a, ha⟩ : ∃ a : ZMod L, a.val = k - 1 :=
    ⟨((k - 1 : ℕ) : ZMod L), ZMod.val_natCast_of_lt (by omega)⟩
  obtain ⟨b, hb⟩ : ∃ b : ZMod L, b.val = L - 1 :=
    ⟨((L - 1 : ℕ) : ZMod L), ZMod.val_natCast_of_lt (by omega)⟩
  have hv : ∀ p : Site L M, stripe c k p * stripe c k (p + (0, 1)) = 1 := by
    rintro ⟨x, y⟩
    simp only [stripe, Prod.mk_add_mk, add_zero, column]
    split_ifs <;> norm_num
  -- Horizontal bonds are broken only at the two walls.
  have hh : ∀ p : Site L M, stripe c k p * stripe c k (p + (1, 0)) =
      1 - (if p.1 = a + c then 2 else 0) - (if p.1 = b + c then 2 else 0) := by
    rintro ⟨x, y⟩
    have e1 : x + 1 - c = x - c + 1 := by ring
    have iff_val : ∀ d : ZMod L, x = d + c ↔ (x - c).val = d.val := fun d =>
      ⟨fun h => by rw [h, add_sub_cancel_right],
        fun h => sub_eq_iff_eq_add.mp (ZMod.val_injective L h)⟩
    have h1 := val_step (by omega) (x - c)
    simp only [stripe, Prod.mk_add_mk, e1, column, iff_val, ha, hb]
    split_ifs <;> first | (exfalso; omega) | norm_num
  have S : ∑ p : Site L M, stripe c k p * stripe c k (p + (1, 0)) = (L : ℝ) * M - 4 * M := by
    have hrow : ∑ p : Site L M, stripe c k p * stripe c k (p + (1, 0)) =
        ∑ x : ZMod L, ∑ _y : ZMod M,
          ((1 : ℝ) - (if x = a + c then 2 else 0) - (if x = b + c then 2 else 0)) := by
      rw [Fintype.sum_prod_type]
      exact Finset.sum_congr rfl fun x _ => Finset.sum_congr rfl fun y _ => hh (x, y)
    rw [hrow]
    simp only [Finset.sum_const, Finset.card_univ, ZMod.card, nsmul_eq_mul,
      ← Finset.mul_sum, Finset.sum_sub_distrib, Finset.sum_ite_eq', Finset.mem_univ,
      ↓reduceIte]
    ring
  unfold energy
  rw [S]
  simp only [hv, mul_one, Finset.sum_const, Finset.card_univ, Fintype.card_prod, ZMod.card,
    nsmul_eq_mul, Nat.cast_mul]
  ring

/-- For `J > 0`, at least two rows, and plus and minus stripes each at least two columns wide,
every single flip costs at least `4J`, while the state lies `4JM` above every ground state. -/
theorem stripe_metastable {J : ℝ} (hJ : 0 < J) (hM : 2 ≤ M) (c : ZMod L) {k : ℕ}
    (hk : 2 ≤ k) (hkL : k + 2 ≤ L) :
    IsSpin (stripe c k : Site L M → ℝ) ∧
    (∀ q : Site L M, 4 * J ≤ energy J (flipAt (stripe c k) q)
      - energy J (stripe c k : Site L M → ℝ)) ∧
    ∀ g : Site L M → ℝ, IsGroundState J g →
      energy J (stripe c k : Site L M → ℝ) - energy J g = 4 * J * M := by
  have hL : 2 ≤ L := by omega
  refine ⟨fun p => ?_, ?_, fun g hg => ?_⟩
  · simp only [stripe, column]
    split_ifs <;> simp
  · rintro ⟨x, y⟩
    rw [stripe_flip_cost hL hM]
    have h1 := val_step hL (x - c)
    have h2 := val_step hL (x - c - 1)
    rw [sub_add_cancel (x - c) 1] at h2
    -- At most one of the two adjacent columns has the opposite spin.
    simp only [column]
    split_ifs <;> first | (exfalso; omega) | linarith
  · have hup := aligned_isGroundState (L := L) (M := M) hJ
    have h1 := hg.2 _ hup.1
    have h2 := hup.2 g hg.1
    have h3 := stripe_energy (M := M) J c (k := k) (by omega) (by omega)
    linarith

/-- For `J > 0`, at least two rows, and plus and minus stripes each at least two columns wide,
any sequence of zero-temperature moves from the stripe state ends in that same state. -/
theorem stripe_trapped {J : ℝ} (hJ : 0 < J) (hM : 2 ≤ M) (c : ZMod L) {k : ℕ}
    (hk : 2 ≤ k) (hkL : k + 2 ≤ L) {t : Site L M → ℝ}
    (h : Relation.ReflTransGen (ZeroTempMove J) (stripe c k) t) : t = stripe c k := by
  induction h with
  | refl => rfl
  | tail _ hmove ih =>
    obtain ⟨q, hq, hE⟩ := hmove
    rw [hq, ih] at hE
    have hcost := (stripe_metastable hJ hM c hk hkL).2.1 q
    exfalso
    linarith

/-- With at least two rows, two plus columns and one minus column, flipping a spin in the
first plus column costs exactly `4J`. -/
theorem edge_flip_cost (J : ℝ) (hM : 2 ≤ M) (c : ZMod L) (y : ZMod M) {k : ℕ}
    (hk : 2 ≤ k) (hkL : k < L) :
    energy J (flipAt (stripe c k) (c, y)) - energy J (stripe c k : Site L M → ℝ)
      = 4 * J := by
  have hL : 2 ≤ L := by omega
  rw [stripe_flip_cost hL hM, sub_self]
  have h0 : (0 : ZMod L).val = 0 := ZMod.val_zero
  have h1 := val_step hL (0 : ZMod L)
  have h2 := val_step hL ((0 : ZMod L) - 1)
  rw [sub_add_cancel (0 : ZMod L) 1] at h2
  simp only [column]
  split_ifs <;> first | (exfalso; omega) | ring

/-- On a lattice at least two sites wide in each direction, flipping a spin in a plus stripe
of a single column costs no energy. -/
theorem single_column_flip_free (J : ℝ) (hL : 2 ≤ L) (hM : 2 ≤ M) (c : ZMod L)
    (y : ZMod M) :
    energy J (flipAt (stripe c 1) (c, y)) - energy J (stripe c 1 : Site L M → ℝ) = 0 := by
  rw [stripe_flip_cost hL hM, sub_self]
  have h0 : (0 : ZMod L).val = 0 := ZMod.val_zero
  have h1 := val_step hL (0 : ZMod L)
  have h2 := val_step hL ((0 : ZMod L) - 1)
  rw [sub_add_cancel (0 : ZMod L) 1] at h2
  simp only [column]
  split_ifs <;> first | (exfalso; omega) | ring

end

end IsingStripeTrap
```

```lean
#print axioms IsingStripeTrap.stripe_trapped
#print axioms IsingStripeTrap.edge_flip_cost
#print axioms IsingStripeTrap.single_column_flip_free
```

```
'IsingStripeTrap.stripe_trapped' depends on axioms: [propext, Classical.choice, Quot.sound]
'IsingStripeTrap.edge_flip_cost' depends on axioms: [propext, Classical.choice, Quot.sound]
'IsingStripeTrap.single_column_flip_free' depends on axioms: [propext, Classical.choice, Quot.sound]
```

## What the definitions and theorems say

`Site L M` is the periodic lattice, with the column as first coordinate. A configuration is a real-valued function on the sites, and `IsSpin` restricts its values to $\pm 1$. `energy` fixes the conventions used above: one rightward and one upward bond per site, no factor of one half, no field. At $M = 2$ these conventions produce the double vertical bonds. With single vertical bonds at that width, an edge flip would cost only $2J$.

`column k u` is $\sigma(u)$, and `stripe c k` places the pattern at starting column `c`, so the stripe may cross the periodic boundary. `IsGroundState` means least energy among all spin configurations. `ZeroTempMove` is one flip that does not raise the energy, so free moves are allowed.

`stripe_metastable` assumes `0 < J`, `2 ≤ M`, `2 ≤ k` and `k + 2 ≤ L`. It concludes that the stripe is a spin configuration, that a flip at any site costs at least $4J$, and that the energy difference to any ground state is $4JM$. Under the same hypotheses, `stripe_trapped` says that a state reached by any finite sequence of zero-temperature moves is the original stripe. The sequence is expressed by `Relation.ReflTransGen`, which includes the sequence with no moves.

`edge_flip_cost` gives the exact value $4J$ in the first plus column, and `single_column_flip_free` gives the zero cost for $k = 1$.

## How the lemmas carry the argument

`bond_sum_flip` treats one bond direction. Its step `key` compares the sums term by term in three cases: $p = q$, $p = q - e$, and all other sites. `flip_cost` applies it to both directions, after showing that neither step is zero on a lattice at least two sites wide.

`val_step` handles the periodic boundary: a step to the right either raises the column number by one or returns from $L-1$ to $0$. `stripe_flip_cost` substitutes the stripe into the local-field formula. In `stripe_metastable`, `split_ifs` then lists the possible signs of the column and its two neighbours, `omega` discards the combinations that the widths forbid, and `linarith` proves the bound in the others.

`aligned_isGroundState` bounds each bond product by one. In `stripe_energy`, `hv` shows that vertical products are one, `hh` writes each horizontal product as one minus two at either wall, and `S` sums the result. Since an arbitrary ground state has the same energy as the aligned state, `stripe_metastable` extends the excess to all ground states. `stripe_trapped` is an induction along the sequence of moves, in which any further move contradicts the $4J$ bound.

## Temperature, larger moves and rounding

The trap is a statement about one move set and one acceptance rule. It does not say how often a quench from a random state ends in a stripe, nor how long a stripe survives at positive temperature. The theorems bound only the first flip, but the lowest barrier on a path of single flips to a ground state is also $4J$. Once an edge spin has been flipped for $4J$, the rest of its column can be flipped one neighbour after another without raising the energy further, and the stripe can be removed column by column in this way. This path is not formalised here. Cluster flips and exchanges of two spins are different moves, and the theorems make no claim about them.

The model has equal couplings in both directions and straight walls along the columns. Longer-ranged interactions, a field or another lattice would change the flip costs and need their own calculation. Energies here are exact real numbers, and the theorems say nothing about rounding in a code that accumulates $E$ in floating point.
